# For H(t) = t, a step forward and back with the Hamiltonian frozen at each step's start leaves the phase exp(ih²)

The system has a one-dimensional state space and the Hamiltonian H(t) = t, with ħ = 1. Each step uses the Hamiltonian at its own starting time, so the step from t to t + h is exp(−iht) and the step back is exp(ih(t + h)). The lemma says that, for all real t and h, their product is exp(ih²) times the one-by-one identity matrix. The proof first seeks a formula for a single step by writing the exponent as a diagonal matrix, and then multiplies the two phases by adding their exponents.

The failing Lean file:

```lean
import Mathlib

open Matrix

namespace EndpointRampDefect

noncomputable section

variable {n : Type*} [Fintype n] [DecidableEq n]

/-- Evolution for a time `τ` under a Hamiltonian `A` held fixed: `exp(-iτA)`, with `ħ = 1`. -/
def frozen (A : Matrix n n ℂ) (τ : ℝ) : Matrix n n ℂ :=
  NormedSpace.exp ((-(Complex.I * (τ : ℂ))) • A)

/-- The endpoint step from `t` to `t + h`, with the Hamiltonian taken at the starting time `t`. -/
def endpoint (H : ℝ → Matrix n n ℂ) (t h : ℝ) : Matrix n n ℂ :=
  frozen (H t) h

/-- The scalar Hamiltonian `H(t) = t`, as a one-by-one matrix. -/
def ramp (t : ℝ) : Matrix (Fin 1) (Fin 1) ℂ := (t : ℂ) • 1

/-- For `H(t) = t`, an endpoint step `h` followed by the step back leaves the phase `exp(ih²)`. -/
theorem endpoint_ramp_defect (t h : ℝ) :
    endpoint ramp (t + h) (-h) * endpoint ramp t h
      = Complex.exp (Complex.I * (h : ℂ) ^ 2) • (1 : Matrix (Fin 1) (Fin 1) ℂ) := by
  have key : ∀ s τ : ℝ, frozen (ramp s) τ
      = Complex.exp (-(Complex.I * (τ : ℂ)) * (s : ℂ)) • (1 : Matrix (Fin 1) (Fin 1) ℂ) := by
    intro s τ
    have d : (-(Complex.I * (τ : ℂ))) • ramp s
        = Matrix.diagonal (fun _ => -(Complex.I * (τ : ℂ)) * (s : ℂ)) := by
      ext i j
      fin_cases i
      fin_cases j
      simp [ramp]
    rw [frozen, d, Matrix.exp_diagonal]
    ext i j
    fin_cases i
    fin_cases j
    simp [Pi.exp_apply, Complex.exp_eq_exp_ℂ]
  change frozen (ramp (t + h)) (-h) * frozen (ramp t) h = _
  rw [key, key, smul_mul_smul_comm, one_mul, ← Complex.exp_add]
  congr 2
  push_cast
  ring

end

end EndpointRampDefect
```

The error:

```
Main.lean:39:10: error(lean.unknownIdentifier): Unknown identifier `Pi.exp_apply`
```

Cause. The message says that Lean knows no declaration called `Pi.exp_apply` at that point. The name was given to `simp` to evaluate the exponential of a function at an index. That is needed because `Matrix.exp_diagonal` turns the exponential of a diagonal matrix into a diagonal matrix whose entries come from the exponential of a function on `Fin 1`.

The repair proves the missing fact as `hexp`: for a constant function with value `z`, that exponential at index `0` is `Complex.exp z`. Both sides are expanded as series with `NormedSpace.exp_eq_tsum`, and `tsum_apply` evaluates the series of functions term by term. This requires the series to be summable, which `hs` supplies by comparing norms with the real exponential series.

The new `rw` sets both matrix indices to `0` and simplifies the two entries, leaving a goal that `hexp` closes. It also takes over the work of the two `fin_cases` calls, which the message does not fault.

The repair, with which the file compiles:

```diff
@@ -24,4 +24,14 @@
     endpoint ramp (t + h) (-h) * endpoint ramp t h
       = Complex.exp (Complex.I * (h : ℂ) ^ 2) • (1 : Matrix (Fin 1) (Fin 1) ℂ) := by
+  -- the exponential of a one-component function is taken componentwise, by its series
+  have hexp : ∀ z : ℂ, NormedSpace.exp (fun _ : Fin 1 => z) 0 = Complex.exp z := by
+    intro z
+    have hs : Summable (fun k : ℕ => ((k.factorial : ℂ)⁻¹) • z ^ k) := by
+      apply Summable.of_norm
+      refine (Real.summable_pow_div_factorial ‖z‖).congr fun k => ?_
+      simp [div_eq_inv_mul]
+    rw [Complex.exp_eq_exp_ℂ, NormedSpace.exp_eq_tsum (𝕂 := ℂ),
+      NormedSpace.exp_eq_tsum (𝕂 := ℂ)]
+    exact tsum_apply (Pi.summable.mpr fun _ => hs)
   have key : ∀ s τ : ℝ, frozen (ramp s) τ
       = Complex.exp (-(Complex.I * (τ : ℂ)) * (s : ℂ)) • (1 : Matrix (Fin 1) (Fin 1) ℂ) := by
@@ -35,7 +45,7 @@
     rw [frozen, d, Matrix.exp_diagonal]
     ext i j
-    fin_cases i
-    fin_cases j
-    simp [Pi.exp_apply, Complex.exp_eq_exp_ℂ]
+    rw [Subsingleton.elim i 0, Subsingleton.elim j 0, Matrix.diagonal_apply_eq,
+      Matrix.smul_apply, Matrix.one_apply_eq, smul_eq_mul, mul_one]
+    exact hexp _
   change frozen (ramp (t + h)) (-h) * frozen (ramp t) h = _
   rw [key, key, smul_mul_smul_comm, one_mul, ← Complex.exp_add]
```
